# For an infinite, linearised nudged elastic band in an energy valley, some steepest-descent step size is stable with the upwind tangent and unstable with the central one exactly when the force along the band exceeds twice the valley's curvature times the image spacing

## Can the choice of tangent alone make a band kink?

Take a long straight band of images with spacing $h=1$, a force $F=4$ along the band, a transverse curvature $C=1$ of the energy, and a step size $dt=0.2$. Displace the images sideways by $1,0,-1,0$, repeated along the band, in units of a length much smaller than $h$. To first order in the displacements, two steepest-descent steps with the central tangent turn this pattern into $0,\,1.28,\,0,\,-1.28$: it has moved along the band and grown. Two steps with the upwind tangent give $-0.64,\,0,\,0.64,\,0$: it has shrunk.

I believe this is general. For $C,F,h,dt>0$, the central factor $1-dt\,C-i\,dt\,(F/h)\sin k$ should exceed 1 in modulus for some real $k$ when $dt\,(C^2+F^2/h^2)>2C$. The upwind factor $1-dt\,C-dt\,(F/h)(1-e^{ik})$ should have modulus at most 1 for all real $k$ when $dt\,(C+2F/h)\le 2$. Can this be made rigorous, from the update rule onwards, and checked by machine?

## It can, and above $F=2Ch$ the central tangent can fail where upwind doesn't

Both of your conditions are correct, and both are sharp. Comparing them shows that a step size like the one in your example exists exactly when $F>2Ch$.

### From the projected force to two update rules

Let image $j$ sit at $x=jh$ with a small transverse displacement $u_j$, in the energy $V=-Fx+\tfrac12Cy^2$. The force on it is $(F,-Cu_j)$. If the band has slope $s_j$ there, its tangent is proportional to $(1,s_j)$. Removing the force component along the tangent leaves the transverse component
$$-Cu_j-\frac{(F-Cu_js_j)\,s_j}{1+s_j^2}\approx -Cu_j-Fs_j$$
to first order. A nudged band keeps only the part of the spring force along the tangent, and for equal springs and equally spaced images that part vanishes at this order. A steepest-descent step is therefore
$$u_j'=u_j-dt\,(Cu_j+Fs_j).$$

The central tangent uses $s_j=(u_{j+1}-u_{j-1})/(2h)$. The upwind tangent points to the neighbour of higher energy. The force points towards increasing $j$, so that neighbour is $j-1$, and $s_j=(u_j-u_{j-1})/h$.

### What each rule does to a wave

Insert $u_j=a\,e^{ikj}$, with amplitude $a$ and phase advance $k$ per image. Since $u_{j\pm1}=e^{\pm ik}u_j$, each step multiplies the wave by a factor:
$$g_c=1-dt\,C-i\,dt\,\frac Fh\sin k,\qquad g_u=1-dt\,C-dt\,\frac Fh\left(1-e^{-ik}\right).$$
Your upwind factor has $e^{ik}$ instead. The two differ by $k\to-k$, so a statement about all real $k$ is the same for both.

For the central tangent,
$$|g_c|^2=(1-dt\,C)^2+\left(dt\,\frac Fh\right)^2\sin^2k .$$
This is largest at $k=\pi/2$, the four-image pattern of your example, where it equals $1-2\,dt\,C+dt^2(C^2+F^2/h^2)$. It exceeds 1 exactly when $dt\,(C^2+F^2/h^2)>2C$. After $n$ steps the amplitude has modulus $|g_c|^n|a|$, which then grows without bound.

For the upwind tangent, put $\alpha=dt\,F/h$ and collect terms:
$$u_j'=(1-dt\,C-\alpha)\,u_j+\alpha\,u_{j-1}.$$
If $dt\,C+2\alpha\le2$, then $-(1-\alpha)\le 1-dt\,C-\alpha\le1-\alpha$, so the first weight has absolute value at most $1-\alpha$. When all $|u_j|\le M$, it follows that $|u_j'|\le(1-\alpha)M+\alpha M=M$. Applied to a plane wave with $a=1$ and $M=1$, this says $|g_u|\le1$. Conversely, at $k=\pi$ the factor is the real number $1-dt\,C-2\alpha$. Its modulus can be at most 1 only if it is at least $-1$, which is the condition again.

In your example $1-dt\,C-\alpha=0$, so an upwind step gives image $j$ the previous displacement of image $j-1$, multiplied by $0.8$.

### Where the two thresholds cross

A step size that is stable for upwind and unstable for central must satisfy
$$\frac{2C}{C^2+F^2/h^2}<dt\le\frac{2}{C+2F/h}.$$
Such a $dt$ exists exactly when $C(C+2F/h)<C^2+F^2/h^2$, that is, when $2C<F/h$. If $F\le2Ch$, every step size that is stable for upwind is also stable for central. If $F<2Ch$, the advantage is reversed: step sizes with $2/(C+2F/h)<dt\le2C/(C^2+F^2/h^2)$ are stable for central and unstable for upwind.

### How the Lean statements describe the band

A band is a function `u : ℤ → ℂ`, which gives each image a transverse displacement. `centralStep` and `upwindStep` are the two update rules, and `planeWave a k` is the wave $a\,e^{ikj}$. Complex displacements are a convenience: the coefficients are real, so real and imaginary parts evolve separately, each as a real band. `centralFactor` and `upwindFactor` are $g_c$ and $g_u$.

The theorems say the following.

- `centralStep_planeWave` and `upwindStep_planeWave`: one step multiplies the amplitude of any plane wave by the corresponding factor. This ties the factors to the update rules.
- `central_unstable_iff`: for $dt>0$, some real $k$ has $|g_c|>1$ if and only if $2C<dt\,(C^2+(F/h)^2)$. No signs are required of $C$, $F$ and $h$, although the physical reading needs $h\ne0$.
- `central_blowup`: above that threshold there is a $k$ for which every nonzero plane wave grows without bound in modulus, on every image.
- `upwindStep_bound`: for $C,F\ge0$ and $h,dt>0$ with $dt\,(C+2F/h)\le2$, one upwind step preserves any uniform bound on an arbitrary band, not only on a wave.
- `upwind_stable_iff`: under the same sign conditions, $|g_u|\le1$ for all real $k$ if and only if $dt\,(C+2F/h)\le2$.
- `upwind_advantage_iff`: for $C,F,h>0$, a step size that is stable for upwind and unstable for central exists if and only if $2Ch<F$.

Stable here means that no wave is amplified. It doesn't mean that every wave decays: at equality in the upwind condition, the wave with $k=\pi$ keeps its size.

The linearisation above enters through the definitions of the two steps and is not itself derived in Lean. The model has infinitely many images, constant force and curvature, one transverse direction and plain steepest descent. It leaves out fixed end points, the switch of tangent near a saddle, and optimisers with momentum. It also holds only for small displacements, so it says when kinks start to grow, not how large they become. Within those limits, it relates the onset of kinks in a nudged elastic band calculation to force, curvature, image spacing and step size.

```lean
import Mathlib

open Filter

namespace BandTangentStability

noncomputable section

/-- Transverse displacement of image `j` in a plane wave of amplitude `a` and
phase advance `k` per image. -/
def planeWave (a : ℂ) (k : ℝ) (j : ℤ) : ℂ :=
  a * Complex.exp (Complex.I * k * j)

/-- One linearised band step with the central tangent: transverse curvature `C`, force `F`
along the band, image spacing `h ≠ 0`, step size `dt`. -/
def centralStep (C F h dt : ℝ) (u : ℤ → ℂ) (j : ℤ) : ℂ :=
  u j - dt * (C * u j + F * ((u (j + 1) - u (j - 1)) / (2 * h)))

/-- One linearised band step with the upwind tangent, taken from the neighbour `j - 1` (the one
against the direction of the force when `F > 0` and `h > 0`). -/
def upwindStep (C F h dt : ℝ) (u : ℤ → ℂ) (j : ℤ) : ℂ :=
  u j - dt * (C * u j + F * ((u j - u (j - 1)) / h))

/-- The central-tangent amplification factor at phase advance `k`, for `h ≠ 0`. -/
def centralFactor (C F h dt k : ℝ) : ℂ :=
  1 - dt * C - Complex.I * dt * (F / h) * Complex.sin k

/-- The upwind-tangent amplification factor at phase advance `k`, for `h ≠ 0`. -/
def upwindFactor (C F h dt k : ℝ) : ℂ :=
  1 - dt * C - dt * (F / h) * (1 - Complex.exp (-(k : ℂ) * Complex.I))

/-- The complex displacement of every image in a plane wave has the same modulus as the amplitude.
-/
theorem norm_planeWave (a : ℂ) (k : ℝ) (j : ℤ) : ‖planeWave a k j‖ = ‖a‖ := by
  have e : Complex.I * k * j = ((k * j : ℝ) : ℂ) * Complex.I := by
    push_cast
    ring
  rw [planeWave, norm_mul, e, Complex.norm_exp_ofReal_mul_I, mul_one]

/-- A central-tangent step multiplies the amplitude of a plane wave by the central factor. -/
theorem centralStep_planeWave (C F h dt k : ℝ) (a : ℂ) :
    centralStep C F h dt (planeWave a k) =
      planeWave (centralFactor C F h dt k * a) k := by
  funext j
  -- moving to a neighbouring image multiplies the wave by a phase
  have e1 : Complex.exp (Complex.I * k * ((j + 1 : ℤ) : ℂ)) =
      Complex.exp (Complex.I * k * j) * Complex.exp ((k : ℂ) * Complex.I) := by
    rw [← Complex.exp_add]
    congr 1
    push_cast
    ring
  have e2 : Complex.exp (Complex.I * k * ((j - 1 : ℤ) : ℂ)) =
      Complex.exp (Complex.I * k * j) * Complex.exp (-(k : ℂ) * Complex.I) := by
    rw [← Complex.exp_add]
    congr 1
    push_cast
    ring
  have hs := Complex.two_sin (k : ℂ)
  simp only [centralStep, planeWave, centralFactor, e1, e2]
  linear_combination
    (Complex.I * dt * (F / h) * a * Complex.exp (Complex.I * k * j) / 2) * hs +
    (dt * (F / h) * (Complex.exp (-(k : ℂ) * Complex.I) - Complex.exp ((k : ℂ) * Complex.I))
      / 2 * a * Complex.exp (Complex.I * k * j)) * Complex.I_sq

/-- An upwind-tangent step multiplies the amplitude of a plane wave by the upwind factor. -/
theorem upwindStep_planeWave (C F h dt k : ℝ) (a : ℂ) :
    upwindStep C F h dt (planeWave a k) =
      planeWave (upwindFactor C F h dt k * a) k := by
  funext j
  have e2 : Complex.exp (Complex.I * k * ((j - 1 : ℤ) : ℂ)) =
      Complex.exp (Complex.I * k * j) * Complex.exp (-(k : ℂ) * Complex.I) := by
    rw [← Complex.exp_add]
    congr 1
    push_cast
    ring
  simp only [upwindStep, planeWave, upwindFactor, e2]
  ring

/-- The squared modulus of the central factor is the sum of a curvature part and a force part. -/
theorem centralFactor_norm_sq (C F h dt k : ℝ) :
    ‖centralFactor C F h dt k‖ ^ 2 =
      (1 - dt * C) ^ 2 + (dt * (F / h) * Real.sin k) ^ 2 := by
  have e : centralFactor C F h dt k = ((1 - dt * C : ℝ) : ℂ) +
      ((-(dt * (F / h) * Real.sin k) : ℝ) : ℂ) * Complex.I := by
    unfold centralFactor
    push_cast
    ring
  rw [e, Complex.sq_norm, Complex.normSq_add_mul_I]
  ring

/-- For `dt > 0`, the central tangent amplifies some plane wave exactly when `dt (C² + (F/h)²) > 2
C`. -/
theorem central_unstable_iff (C F h : ℝ) {dt : ℝ} (hdt : 0 < dt) :
    (∃ k : ℝ, 1 < ‖centralFactor C F h dt k‖) ↔ 2 * C < dt * (C ^ 2 + (F / h) ^ 2) := by
  constructor
  · rintro ⟨k, hk⟩
    have h1 : 1 < ‖centralFactor C F h dt k‖ ^ 2 := by nlinarith
    rw [centralFactor_norm_sq] at h1
    have h3 : (dt * (F / h) * Real.sin k) ^ 2 ≤ (dt * (F / h)) ^ 2 := by
      rw [mul_pow]
      exact mul_le_of_le_one_right (sq_nonneg _) (Real.sin_sq_le_one k)
    have h4 : 0 < dt * (dt * (C ^ 2 + (F / h) ^ 2) - 2 * C) := by nlinarith
    have h5 := (mul_pos_iff_of_pos_left hdt).1 h4
    linarith
  · intro hc
    -- the wave with four images per period grows fastest
    refine ⟨Real.pi / 2, ?_⟩
    have h1 := centralFactor_norm_sq C F h dt (Real.pi / 2)
    rw [Real.sin_pi_div_two] at h1
    have h4 := mul_pos hdt (sub_pos.2 hc)
    by_contra hn
    have h5 : ‖centralFactor C F h dt (Real.pi / 2)‖ ^ 2 ≤ 1 :=
      pow_le_one₀ (norm_nonneg _) (not_lt.1 hn)
    nlinarith

/-- Above the central threshold there is a phase advance at which every nonzero plane wave grows
without bound in modulus on every image under repeated central-tangent steps. -/
theorem central_blowup (C F h : ℝ) {dt : ℝ} (hdt : 0 < dt)
    (hc : 2 * C < dt * (C ^ 2 + (F / h) ^ 2)) :
    ∃ k : ℝ, ∀ a : ℂ, a ≠ 0 → ∀ j : ℤ,
      Tendsto (fun n : ℕ => ‖(centralStep C F h dt)^[n] (planeWave a k) j‖) atTop atTop := by
  obtain ⟨k, hk⟩ := (central_unstable_iff C F h hdt).2 hc
  refine ⟨k, fun a ha j => ?_⟩
  -- n steps multiply the amplitude by the n-th power of the factor
  have hit : ∀ n : ℕ, (centralStep C F h dt)^[n] (planeWave a k) =
      planeWave (centralFactor C F h dt k ^ n * a) k := by
    intro n
    induction n with
    | zero => simp
    | succ n ih =>
      rw [Function.iterate_succ_apply', ih, centralStep_planeWave, pow_succ', mul_assoc]
  simp_rw [hit, norm_planeWave, norm_mul, norm_pow]
  exact (tendsto_pow_atTop_atTop_of_one_lt hk).atTop_mul_const (norm_pos_iff.2 ha)

/-- For `C, F ≥ 0` and `h, dt > 0` with `dt (C + 2F/h) ≤ 2`, an upwind-tangent step preserves every
uniform bound on the transverse displacements of an arbitrary band. -/
theorem upwindStep_bound {C F h dt M : ℝ} (hC : 0 ≤ C) (hF : 0 ≤ F) (hh : 0 < h)
    (hdt : 0 < dt) (hs : dt * (C + 2 * (F / h)) ≤ 2) {u : ℤ → ℂ}
    (hu : ∀ j, ‖u j‖ ≤ M) (j : ℤ) : ‖upwindStep C F h dt u j‖ ≤ M := by
  have hM : 0 ≤ M := (norm_nonneg _).trans (hu 0)
  have ha : 0 ≤ dt * (F / h) := by positivity
  have hdC : 0 ≤ dt * C := by positivity
  -- the absolute weights of the two images sum to at most one
  have hw : |1 - dt * C - dt * (F / h)| ≤ 1 - dt * (F / h) :=
    abs_le.2 ⟨by linarith, by linarith⟩
  have e : upwindStep C F h dt u j = ((1 - dt * C - dt * (F / h) : ℝ) : ℂ) * u j +
      ((dt * (F / h) : ℝ) : ℂ) * u (j - 1) := by
    simp only [upwindStep]
    push_cast
    ring
  calc ‖upwindStep C F h dt u j‖
      ≤ |1 - dt * C - dt * (F / h)| * ‖u j‖ + dt * (F / h) * ‖u (j - 1)‖ := by
        rw [e]
        refine (norm_add_le _ _).trans_eq ?_
        rw [norm_mul, norm_mul, Complex.norm_real, Complex.norm_real, Real.norm_eq_abs,
          Real.norm_eq_abs, abs_of_nonneg ha]
    _ ≤ (1 - dt * (F / h)) * M + dt * (F / h) * M :=
        add_le_add (mul_le_mul hw (hu _) (norm_nonneg _) ((abs_nonneg _).trans hw))
          (mul_le_mul_of_nonneg_left (hu _) ha)
    _ = M := by ring

/-- For `C, F ≥ 0` and `h, dt > 0`, the upwind tangent amplifies no plane wave exactly when `dt (C +
2F/h) ≤ 2`. -/
theorem upwind_stable_iff {C F h dt : ℝ} (hC : 0 ≤ C) (hF : 0 ≤ F) (hh : 0 < h)
    (hdt : 0 < dt) :
    (∀ k : ℝ, ‖upwindFactor C F h dt k‖ ≤ 1) ↔ dt * (C + 2 * (F / h)) ≤ 2 := by
  constructor
  · intro hk
    -- the zigzag wave, with neighbours in antiphase, is the critical one
    have he : Complex.exp (-(Real.pi : ℂ) * Complex.I) = -1 := by
      rw [neg_mul, Complex.exp_neg, Complex.exp_pi_mul_I]
      norm_num
    have e : upwindFactor C F h dt Real.pi =
        ((1 - dt * C - 2 * (dt * (F / h)) : ℝ) : ℂ) := by
      rw [upwindFactor, he]
      push_cast
      ring
    have h1 := hk Real.pi
    rw [e, Complex.norm_real, Real.norm_eq_abs] at h1
    have h2 := (abs_le.1 h1).1
    linarith
  · intro hs k
    have h1 := upwindStep_bound hC hF hh hdt hs (u := planeWave 1 k) (M := 1)
      (fun j => by rw [norm_planeWave, norm_one]) 0
    rwa [upwindStep_planeWave, norm_planeWave, mul_one] at h1

/-- For `C, F, h > 0`, some step size is stable for the upwind tangent and unstable for the central
tangent exactly when the force along the band exceeds `2 C h`. -/
theorem upwind_advantage_iff {C F h : ℝ} (hC : 0 < C) (hF : 0 < F) (hh : 0 < h) :
    (∃ dt : ℝ, 0 < dt ∧ (∀ k : ℝ, ‖upwindFactor C F h dt k‖ ≤ 1) ∧
      ∃ k : ℝ, 1 < ‖centralFactor C F h dt k‖) ↔ 2 * C * h < F := by
  have hf : 0 < F / h := div_pos hF hh
  rw [← lt_div_iff₀ hh]
  constructor
  · rintro ⟨dt, hdt, hup, hce⟩
    have h1 := (upwind_stable_iff hC.le hF.le hh hdt).1 hup
    have h2 := (central_unstable_iff C F h hdt).1 hce
    have h3 := mul_le_mul_of_nonneg_left h1 hC.le
    have h4 : 0 < dt * (F / h * (F / h - 2 * C)) := by nlinarith
    have h5 := (mul_pos_iff_of_pos_left hf).1 ((mul_pos_iff_of_pos_left hdt).1 h4)
    linarith
  · intro hlt
    -- take the largest step that the upwind tangent tolerates
    have hp : 0 < C + 2 * (F / h) := by positivity
    obtain ⟨dt, hdt, hd⟩ : ∃ dt : ℝ, 0 < dt ∧ dt * (C + 2 * (F / h)) = 2 :=
      ⟨2 / (C + 2 * (F / h)), div_pos two_pos hp, div_mul_cancel₀ _ hp.ne'⟩
    refine ⟨dt, hdt, (upwind_stable_iff hC.le hF.le hh hdt).2 hd.le,
      (central_unstable_iff C F h hdt).2 ?_⟩
    have h3 : C * (dt * (C + 2 * (F / h))) = C * 2 := by rw [hd]
    have h4 : 0 < dt * (F / h * (F / h - 2 * C)) :=
      mul_pos hdt (mul_pos hf (sub_pos.2 hlt))
    nlinarith

end

end BandTangentStability
```

```lean
#print axioms BandTangentStability.central_blowup
-- 'BandTangentStability.central_blowup' depends on axioms: [propext, Classical.choice, Quot.sound]
#print axioms BandTangentStability.upwind_advantage_iff
-- 'BandTangentStability.upwind_advantage_iff' depends on axioms: [propext, Classical.choice, Quot.sound]
```

### How the proof follows the calculation

**Waves.** `norm_planeWave` shows that a wave has modulus $|a|$ on every image, because the exponent is purely imaginary. In the two `_planeWave` step lemmas, `e1` and `e2` are the neighbour phases $e^{\pm ik}$. For the upwind rule `ring` then finishes. For the central rule, `linear_combination` also uses the exponential form of the sine (`Complex.two_sin`) and $i^2=-1$.

**Central threshold.** `centralFactor_norm_sq` splits the factor into real and imaginary parts and gives the formula for $|g_c|^2$. In `central_unstable_iff`, the forward direction uses $\sin^2k\le1$ and then cancels the positive factor $dt$. The reverse direction takes $k=\pi/2$ and shows that a modulus of at most 1 would contradict the assumed inequality. In `central_blowup`, the induction `hit` shows that $n$ steps multiply the amplitude by $g_c^n$, and the powers of a number above 1 tend to infinity.

**Upwind threshold.** In `upwindStep_bound`, `e` rewrites the step as the weighted sum of two images, and `hw` is the estimate of the first weight. The `calc` block is the triangle inequality followed by $(1-\alpha)M+\alpha M=M$. `upwind_stable_iff` evaluates the factor at $k=\pi$ for one direction. For the other it applies the bound to `planeWave 1 k` with $M=1$ and reads off the modulus at image 0.

**Comparison.** `upwind_advantage_iff` first rewrites $2Ch<F$ as $2C<F/h$. Given a suitable step size, it multiplies the upwind condition by $C$ and combines it with the central one to get $dt\,(F/h)(F/h-2C)>0$, from which the positive factors are cancelled. For the converse it chooses the largest step that upwind tolerates, $dt=2/(C+2F/h)$, and the same product shows that the central tangent is unstable there.
